# Weak- and strong-field magnetoresistance from a finite spread of relaxation times

The spread of relaxation times is represented by finitely many carrier groups, not by a continuous distribution. Group i has relaxation time τ_i > 0 and weight p_i ≥ 0, with Σ p_i = 1. The magnetic field is perpendicular to the xy plane, in which the current and the electric field lie. All groups share one cyclotron frequency w, proportional to the magnetic field, and conductivities are in units of ne²/m (density n, charge e, mass m). The weight p_i is the share of group i in ne²/m; when τ depends on energy, this is not simply the fraction of carriers at that energy. Differing masses, carriers of opposite sign and Landau quantisation are left out.

In Lean 4 with Mathlib:

```lean
import Mathlib

open Filter Topology

namespace TauSpreadMagnetoresistance

noncomputable section

variable {ι : Type*} [Fintype ι]
```

The finite type `ι` labels the groups.

```lean
/-- Average of a quantity `f` over carrier groups with weights `p`. -/
def mean (p f : ι → ℝ) : ℝ := ∑ i, p i * f i
```

A function `ι → ℝ` gives one real number per group. `mean p f` is ⟨f⟩ = Σ p_i f_i.

```lean
/-- Longitudinal conductivity `⟨τ / (1 + w² τ²)⟩` at cyclotron frequency `w`. -/
def sigmaXX (p τ : ι → ℝ) (w : ℝ) : ℝ :=
  mean p fun i => τ i / (1 + w ^ 2 * τ i ^ 2)
```

This is σxx = ⟨τ/(1 + w²τ²)⟩.

```lean
/-- Hall conductivity `⟨w τ² / (1 + w² τ²)⟩` at cyclotron frequency `w`; it is used as the
lower-left entry `σyx = -σxy` of the conductivity matrix. -/
def sigmaXY (p τ : ι → ℝ) (w : ℝ) : ℝ :=
  mean p fun i => w * τ i ^ 2 / (1 + w ^ 2 * τ i ^ 2)
```

`sigmaXY` is ⟨wτ²/(1 + w²τ²)⟩, placed at the lower left of the conductivity matrix.

```lean
/-- Longitudinal resistivity `σxx / (σxx² + σxy²)`. -/
def rhoXX (p τ : ι → ℝ) (w : ℝ) : ℝ :=
  sigmaXX p τ w / (sigmaXX p τ w ^ 2 + sigmaXY p τ w ^ 2)
```

This is the longitudinal resistivity ρ(w).

```lean
/-- Hall resistivity `sigmaXY / (sigmaXX² + sigmaXY²)`, that is `σyx / (σxx² + σyx²)`, where
`sigmaXY` is the lower-left entry `σyx` of the conductivity matrix. -/
def rhoXY (p τ : ι → ℝ) (w : ℝ) : ℝ :=
  sigmaXY p τ w / (sigmaXX p τ w ^ 2 + sigmaXY p τ w ^ 2)
```

The Hall resistivity has the same denominator.

```lean
/-- Field-damped moment `⟨τⁿ / (1 + w² τ²)⟩`. -/
def dampedMoment (p τ : ι → ℝ) (n : ℕ) (w : ℝ) : ℝ :=
  mean p fun i => τ i ^ n / (1 + w ^ 2 * τ i ^ 2)
```

Write M_n(w) = ⟨τⁿ/(1 + w²τ²)⟩.

```lean
/-- The combination of moments `(⟨τ³⟩⟨τ⟩ - ⟨τ²⟩²) / ⟨τ⟩²`. -/
def lowFieldCoefficient (p τ : ι → ℝ) : ℝ :=
  ((mean p fun i => τ i ^ 3) * mean p τ - (mean p fun i => τ i ^ 2) ^ 2) / mean p τ ^ 2
```

This will be the weak-field limit.

```lean
/-- The product `⟨τ⟩⟨1/τ⟩` of mean relaxation time and mean scattering rate. -/
def saturationRatio (p τ : ι → ℝ) : ℝ :=
  mean p τ * mean p fun i => 1 / τ i
```

This will be the strong-field limit.

```lean
/-- Among probability weights at least one carrier group has positive weight. -/
theorem exists_pos_weight {p : ι → ℝ} (hp : ∀ i, 0 ≤ p i) (hs : ∑ i, p i = 1) :
    ∃ j, 0 < p j := by
  by_contra h
  have h0 : ∀ j, p j = 0 := fun j => le_antisymm (not_lt.mp fun hj => h ⟨j, hj⟩) (hp j)
  simp [h0] at hs
```

If all weights vanished, they could not sum to 1.

```lean
/-- The average of a positive quantity over probability weights is positive. -/
theorem mean_pos {p f : ι → ℝ} (hp : ∀ i, 0 ≤ p i) (hs : ∑ i, p i = 1)
    (hf : ∀ i, 0 < f i) : 0 < mean p f := by
  obtain ⟨j, hj⟩ := exists_pos_weight hp hs
  unfold mean
  exact Finset.sum_pos' (fun i _ => mul_nonneg (hp i) (hf i).le)
    ⟨j, Finset.mem_univ j, mul_pos hj (hf j)⟩
```

A positive quantity therefore has a positive mean.

```lean
/-- The longitudinal conductivity is positive at every field. -/
theorem sigmaXX_pos {p τ : ι → ℝ} (hp : ∀ i, 0 ≤ p i) (hs : ∑ i, p i = 1)
    (hτ : ∀ i, 0 < τ i) (w : ℝ) : 0 < sigmaXX p τ w := by
  unfold sigmaXX
  refine mean_pos hp hs fun i => ?_
  have hi := hτ i
  show 0 < τ i / (1 + w ^ 2 * τ i ^ 2)
  positivity
```

In particular σxx > 0, so the denominator of ρ is never zero.

```lean
/-- The conductivity tensor times the tensor built from `ρxx` and `ρxy` is the unit matrix. -/
theorem conductivity_mul_resistivity {p τ : ι → ℝ} (hp : ∀ i, 0 ≤ p i) (hs : ∑ i, p i = 1)
    (hτ : ∀ i, 0 < τ i) (w : ℝ) :
    !![sigmaXX p τ w, -sigmaXY p τ w; sigmaXY p τ w, sigmaXX p τ w] *
      !![rhoXX p τ w, rhoXY p τ w; -rhoXY p τ w, rhoXX p τ w] = 1 := by
  have hd : sigmaXX p τ w ^ 2 + sigmaXY p τ w ^ 2 ≠ 0 :=
    (add_pos_of_pos_of_nonneg (pow_pos (sigmaXX_pos hp hs hτ w) 2) (sq_nonneg _)).ne'
  have h1 : sigmaXX p τ w * rhoXX p τ w + -sigmaXY p τ w * -rhoXY p τ w = 1 := by
    unfold rhoXX rhoXY
    linear_combination div_self hd
  have h2 : sigmaXX p τ w * rhoXY p τ w + -sigmaXY p τ w * rhoXX p τ w = 0 := by
    unfold rhoXX rhoXY
    ring
  have h3 : sigmaXY p τ w * rhoXX p τ w + sigmaXX p τ w * -rhoXY p τ w = 0 := by
    unfold rhoXX rhoXY
    ring
  have h4 : sigmaXY p τ w * rhoXY p τ w + sigmaXX p τ w * rhoXX p τ w = 1 := by
    unfold rhoXX rhoXY
    linear_combination div_self hd
  rw [Matrix.mul_fin_two, Matrix.one_fin_two, h1, h2, h3, h4]
```

The proof computes the four entries of the matrix product (rows times columns) and finds the identity, so `rhoXX` is the diagonal entry of the inverse conductivity tensor.

```lean
/-- The zero-field resistivity times the mean relaxation time equals one. -/
theorem rhoXX_zero {p τ : ι → ℝ} (hp : ∀ i, 0 ≤ p i) (hs : ∑ i, p i = 1)
    (hτ : ∀ i, 0 < τ i) : rhoXX p τ 0 * mean p τ = 1 := by
  have hm : mean p τ ≠ 0 := (mean_pos hp hs hτ).ne'
  have ha : sigmaXX p τ 0 = mean p τ := by simp [sigmaXX, mean]
  have hb : sigmaXY p τ 0 = 0 := by simp [sigmaXY, mean]
  unfold rhoXX
  rw [ha, hb, zero_pow two_ne_zero, add_zero, div_mul_eq_mul_div, ← sq,
    div_self (pow_ne_zero 2 hm)]
```

At w = 0, σxx = ⟨τ⟩ and the Hall term vanishes, so ρ(0) = 1/⟨τ⟩.

```lean
/-- `⟨τ³⟩⟨τ⟩ - ⟨τ²⟩²` is half the sum over pairs of `p_i p_j τ_i τ_j (τ_i - τ_j)²`. -/
theorem moment_gap_eq_pair_sum (p τ : ι → ℝ) :
    (mean p fun i => τ i ^ 3) * mean p τ - (mean p fun i => τ i ^ 2) ^ 2 =
      1 / 2 * ∑ i, ∑ j, p i * p j * (τ i * τ j * (τ i - τ j) ^ 2) := by
  have h1 : ∑ i, ∑ j, p i * p j * (τ i * τ j * (τ i - τ j) ^ 2) =
      ∑ i, ∑ j, ((p i * τ i ^ 3) * (p j * τ j) + (p i * τ i) * (p j * τ j ^ 3)
        - 2 * ((p i * τ i ^ 2) * (p j * τ j ^ 2))) :=
    Finset.sum_congr rfl fun i _ => Finset.sum_congr rfl fun j _ => by ring
  rw [h1]
  simp only [mean, Finset.sum_sub_distrib, Finset.sum_add_distrib, ← Finset.mul_sum,
    ← Finset.sum_mul]
  ring
```

Expand

τ_iτ_j(τ_i − τ_j)² = τ_i³τ_j + τ_iτ_j³ − 2τ_i²τ_j²

and sum with weights p_ip_j. The result is 2(⟨τ³⟩⟨τ⟩ − ⟨τ²⟩²).

```lean
/-- `⟨τ⟩⟨1/τ⟩ - 1` is half the sum over pairs of `p_i p_j (τ_i - τ_j)² / (τ_i τ_j)`. -/
theorem saturationRatio_sub_one {p τ : ι → ℝ} (hs : ∑ i, p i = 1) (hτ : ∀ i, 0 < τ i) :
    saturationRatio p τ - 1 =
      1 / 2 * ∑ i, ∑ j, p i * p j * ((τ i - τ j) ^ 2 / (τ i * τ j)) := by
  have h1 : ∑ i, ∑ j, p i * p j * ((τ i - τ j) ^ 2 / (τ i * τ j)) =
      ∑ i, ∑ j, ((p i * τ i) * (p j * (1 / τ j)) + (p i * (1 / τ i)) * (p j * τ j)
        - 2 * (p i * p j)) := by
    refine Finset.sum_congr rfl fun i _ => Finset.sum_congr rfl fun j _ => ?_
    have hi := (hτ i).ne'
    have hj := (hτ j).ne'
    field_simp
    ring
  rw [h1]
  simp only [saturationRatio, mean, Finset.sum_sub_distrib, Finset.sum_add_distrib,
    ← Finset.mul_sum, ← Finset.sum_mul, hs]
  ring
```

Likewise (τ_i − τ_j)²/(τ_iτ_j) = τ_i/τ_j + τ_j/τ_i − 2, which sums to 2(⟨τ⟩⟨1/τ⟩ − 1).

```lean
/-- As the field goes to zero the damped moment tends to the plain moment `⟨τⁿ⟩`. -/
theorem dampedMoment_tendsto (p τ : ι → ℝ) (n : ℕ) :
    Tendsto (dampedMoment p τ n) (𝓝 0) (𝓝 (mean p fun i => τ i ^ n)) := by
  have hterm : ∀ i, Continuous fun w : ℝ => p i * (τ i ^ n / (1 + w ^ 2 * τ i ^ 2)) := by
    intro i
    fun_prop (disch := intros; positivity)
  have hc : Continuous (dampedMoment p τ n) := by
    show Continuous fun w : ℝ => ∑ i, p i * (τ i ^ n / (1 + w ^ 2 * τ i ^ 2))
    exact continuous_finsetSum _ fun i _ => hterm i
  have h0 : dampedMoment p τ n 0 = mean p fun i => τ i ^ n := by
    simp [dampedMoment, mean]
  have h := hc.tendsto 0
  rwa [h0] at h
```

M_n is a finite sum of continuous functions, so M_n(w) → M_n(0) = ⟨τⁿ⟩. `Tendsto` expresses the limit, and `𝓝 0` means "near 0".

```lean
/-- Weak field: `(ρ(w)/ρ(0) - 1) / w²` tends to `(⟨τ³⟩⟨τ⟩ - ⟨τ²⟩²) / ⟨τ⟩²` as `w → 0`. -/
theorem lowField_limit {p τ : ι → ℝ} (hp : ∀ i, 0 ≤ p i) (hs : ∑ i, p i = 1)
    (hτ : ∀ i, 0 < τ i) :
    Tendsto (fun w => (rhoXX p τ w / rhoXX p τ 0 - 1) / w ^ 2) (𝓝[≠] 0)
      (𝓝 (lowFieldCoefficient p τ)) := by
  have hm : mean p τ ≠ 0 := (mean_pos hp hs hτ).ne'
  have hρ0 : rhoXX p τ 0 = 1 / mean p τ := by
    rw [eq_div_iff hm]
    exact rhoXX_zero hp hs hτ
  -- sigmaXX = M₁, ⟨τ⟩ = sigmaXX + w² M₃, sigmaXY = w M₂
  have ha : ∀ w, sigmaXX p τ w = dampedMoment p τ 1 w := fun w => by
    simp only [sigmaXX, dampedMoment, pow_one]
  have hdrop : ∀ w, mean p τ = sigmaXX p τ w + w ^ 2 * dampedMoment p τ 3 w := by
    intro w
    simp only [sigmaXX, dampedMoment, mean]
    rw [Finset.mul_sum, ← Finset.sum_add_distrib]
    refine Finset.sum_congr rfl fun i _ => ?_
    have hD : 1 + w ^ 2 * τ i ^ 2 ≠ 0 := by positivity
    linear_combination (-(p i * τ i)) * div_self hD
  have hb : ∀ w, sigmaXY p τ w = w * dampedMoment p τ 2 w := by
    intro w
    simp only [sigmaXY, dampedMoment, mean]
    rw [Finset.mul_sum]
    refine Finset.sum_congr rfl fun i _ => ?_
    ring
  have t1 : Tendsto (dampedMoment p τ 1) (𝓝 0) (𝓝 (mean p τ)) := by
    have h := dampedMoment_tendsto p τ 1
    simp only [pow_one] at h
    exact h
  have t2 := dampedMoment_tendsto p τ 2
  have t3 := dampedMoment_tendsto p τ 3
  have tw : Tendsto (fun w : ℝ => w) (𝓝 0) (𝓝 0) := tendsto_id
  -- the reduced quotient is continuous at zero field
  have hlim : Tendsto
      (fun w => (dampedMoment p τ 1 w * dampedMoment p τ 3 w - dampedMoment p τ 2 w ^ 2) /
        (dampedMoment p τ 1 w ^ 2 + (w * dampedMoment p τ 2 w) ^ 2)) (𝓝 0)
      (𝓝 ((mean p τ * (mean p fun i => τ i ^ 3) - (mean p fun i => τ i ^ 2) ^ 2) /
        (mean p τ ^ 2 + (0 * (mean p fun i => τ i ^ 2)) ^ 2))) :=
    ((t1.mul t3).sub (t2.pow 2)).div ((t1.pow 2).add ((tw.mul t2).pow 2))
      (by rw [zero_mul, zero_pow two_ne_zero, add_zero]; exact pow_ne_zero 2 hm)
  have hval : (mean p τ * (mean p fun i => τ i ^ 3) - (mean p fun i => τ i ^ 2) ^ 2) /
      (mean p τ ^ 2 + (0 * (mean p fun i => τ i ^ 2)) ^ 2) = lowFieldCoefficient p τ := by
    unfold lowFieldCoefficient
    ring
  rw [← hval]
  refine (hlim.mono_left nhdsWithin_le_nhds).congr' ?_
  filter_upwards [self_mem_nhdsWithin] with w hw
  have hw0 : w ≠ 0 := hw
  -- for w ≠ 0 the factor w² cancels
  have key : ∀ a b c : ℝ, 0 < a → (a * c - b ^ 2) / (a ^ 2 + (w * b) ^ 2) =
      (a / (a ^ 2 + (w * b) ^ 2) / (1 / (a + w ^ 2 * c)) - 1) / w ^ 2 := by
    intro a b c hapos
    have hD : a ^ 2 + (w * b) ^ 2 ≠ 0 :=
      (add_pos_of_pos_of_nonneg (pow_pos hapos 2) (sq_nonneg _)).ne'
    rw [div_div_eq_mul_div, div_one, eq_div_iff (pow_ne_zero 2 hw0)]
    linear_combination (-1) * div_self hD
  rw [hρ0, hdrop w]
  unfold rhoXX
  rw [hb w, ha w]
  exact key _ _ _ (by rw [← ha w]; exact sigmaXX_pos hp hs hτ w)
```

Since τ = (τ + w²τ³)/(1 + w²τ²), we have ⟨τ⟩ = M₁ + w²M₃. Also σxx = M₁ and `sigmaXY` = wM₂. Hence

ρ(w)/ρ(0) − 1 = M₁(M₁ + w²M₃)/(M₁² + w²M₂²) − 1
= w²(M₁M₃ − M₂²)/(M₁² + w²M₂²).

Divide by w² and let w → 0; `𝓝[≠] 0` excludes w = 0 itself. In the proof, `hlim` takes the limit and `key` is the cancellation.

Replacing ρ by 1/σxx is a tempting slip: it gives ⟨τ³⟩/⟨τ⟩, a spurious magnetoresistance even for a single τ. The Hall term contributes at the same order, w².

```lean
/-- Strong field: `ρ(w)/ρ(0)` tends to `⟨τ⟩⟨1/τ⟩` as `w → ∞`. -/
theorem highField_limit {p τ : ι → ℝ} (hp : ∀ i, 0 ≤ p i) (hs : ∑ i, p i = 1)
    (hτ : ∀ i, 0 < τ i) :
    Tendsto (fun w => rhoXX p τ w / rhoXX p τ 0) atTop (𝓝 (saturationRatio p τ)) := by
  have hm : mean p τ ≠ 0 := (mean_pos hp hs hτ).ne'
  have hρ0 : rhoXX p τ 0 = 1 / mean p τ := by
    rw [eq_div_iff hm]
    exact rhoXX_zero hp hs hτ
  have tu : Tendsto (fun w : ℝ => w⁻¹) atTop (𝓝 0) := tendsto_inv_atTop_zero
  -- damped moments of the scattering rates 1/τ in the variable u = 1/w
  have tC : Tendsto (fun w : ℝ => dampedMoment p (fun i => 1 / τ i) 1 w⁻¹) atTop
      (𝓝 (mean p fun i => 1 / τ i)) := by
    have h := (dampedMoment_tendsto p (fun i => 1 / τ i) 1).comp tu
    simp only [pow_one] at h
    exact h
  have tD : Tendsto (fun w : ℝ => dampedMoment p (fun i => 1 / τ i) 0 w⁻¹) atTop (𝓝 1) := by
    have h := (dampedMoment_tendsto p (fun i => 1 / τ i) 0).comp tu
    have h1 : mean p (fun _ => (1 : ℝ)) = 1 := by simp [mean, hs]
    simp only [pow_zero] at h
    rw [h1] at h
    exact h
  have hlim : Tendsto
      (fun w : ℝ => mean p τ * (dampedMoment p (fun i => 1 / τ i) 1 w⁻¹ /
        ((w⁻¹ * dampedMoment p (fun i => 1 / τ i) 1 w⁻¹) ^ 2 +
          dampedMoment p (fun i => 1 / τ i) 0 w⁻¹ ^ 2))) atTop
      (𝓝 (mean p τ * ((mean p fun i => 1 / τ i) /
        ((0 * (mean p fun i => 1 / τ i)) ^ 2 + 1 ^ 2)))) :=
    (tC.div (((tu.mul tC).pow 2).add (tD.pow 2)) (by norm_num)).const_mul _
  have hval : mean p τ * ((mean p fun i => 1 / τ i) /
      ((0 * (mean p fun i => 1 / τ i)) ^ 2 + 1 ^ 2)) = saturationRatio p τ := by
    unfold saturationRatio
    ring
  rw [← hval]
  refine hlim.congr' ?_
  filter_upwards [eventually_gt_atTop 0] with w hw
  have hw0 : w ≠ 0 := hw.ne'
  have hE : ∀ i, 1 + w⁻¹ ^ 2 * (1 / τ i) ^ 2 = (1 + w ^ 2 * τ i ^ 2) / (w ^ 2 * τ i ^ 2) := by
    intro i
    have hi := (hτ i).ne'
    field_simp
    ring
  -- sigmaXX = u² N₁(u) and sigmaXY = u N₀(u)
  have hxx : sigmaXX p τ w = w⁻¹ ^ 2 * dampedMoment p (fun i => 1 / τ i) 1 w⁻¹ := by
    simp only [sigmaXX, dampedMoment, mean]
    rw [Finset.mul_sum]
    refine Finset.sum_congr rfl fun i _ => ?_
    have hi := (hτ i).ne'
    have hD : 1 + w ^ 2 * τ i ^ 2 ≠ 0 := by positivity
    rw [hE i]
    field_simp
  have hxy : sigmaXY p τ w = w⁻¹ * dampedMoment p (fun i => 1 / τ i) 0 w⁻¹ := by
    simp only [sigmaXY, dampedMoment, mean]
    rw [Finset.mul_sum]
    refine Finset.sum_congr rfl fun i _ => ?_
    rw [hE i, div_div_eq_mul_div]
    linear_combination
      (-(p i * (w * τ i ^ 2 / (1 + w ^ 2 * τ i ^ 2)))) * mul_inv_cancel₀ hw0
  have key : ∀ c d : ℝ, w⁻¹ ^ 2 * c / ((w⁻¹ ^ 2 * c) ^ 2 + (w⁻¹ * d) ^ 2) =
      c / ((w⁻¹ * c) ^ 2 + d ^ 2) := by
    intro c d
    have e : (w⁻¹ ^ 2 * c) ^ 2 + (w⁻¹ * d) ^ 2 = w⁻¹ ^ 2 * ((w⁻¹ * c) ^ 2 + d ^ 2) := by
      ring
    rw [e, mul_div_mul_left _ _ (pow_ne_zero 2 (inv_ne_zero hw0))]
  rw [hρ0, div_div_eq_mul_div, div_one]
  unfold rhoXX
  rw [hxx, hxy, key]
  exact mul_comm _ _
```

Put u = 1/w and N_n(u) = ⟨τ⁻ⁿ/(1 + u²τ⁻²)⟩. Then σxx = u²N₁ and `sigmaXY` = uN₀ (`hxx`, `hxy`), so

ρ = N₁/(u²N₁² + N₀²) → ⟨1/τ⟩,

because N₁ → ⟨1/τ⟩ and N₀ → 1. Dividing by ρ(0) multiplies by ⟨τ⟩. `atTop` means w → +∞.

```lean
/-- For probability weights and positive relaxation times, `(ρ(w)/ρ(0) - 1)/w²` tends to
`(⟨τ³⟩⟨τ⟩ - ⟨τ²⟩²)/⟨τ⟩² ≥ 0` as `w → 0`, and `ρ(w)/ρ(0)` tends to `⟨τ⟩⟨1/τ⟩ ≥ 1` as `w → ∞`. -/
theorem magnetoresistance_limits {p τ : ι → ℝ} (hp : ∀ i, 0 ≤ p i) (hs : ∑ i, p i = 1)
    (hτ : ∀ i, 0 < τ i) :
    (Tendsto (fun w => (rhoXX p τ w / rhoXX p τ 0 - 1) / w ^ 2) (𝓝[≠] 0)
        (𝓝 (lowFieldCoefficient p τ)) ∧ 0 ≤ lowFieldCoefficient p τ) ∧
      (Tendsto (fun w => rhoXX p τ w / rhoXX p τ 0) atTop (𝓝 (saturationRatio p τ)) ∧
        1 ≤ saturationRatio p τ) := by
  refine ⟨⟨lowField_limit hp hs hτ, ?_⟩, highField_limit hp hs hτ, ?_⟩
  · -- every pair term of the moment gap is nonnegative
    unfold lowFieldCoefficient
    rw [moment_gap_eq_pair_sum]
    refine div_nonneg (mul_nonneg (by norm_num) ?_) (sq_nonneg _)
    exact Finset.sum_nonneg fun i _ => Finset.sum_nonneg fun j _ =>
      mul_nonneg (mul_nonneg (hp i) (hp j))
        (mul_nonneg (mul_pos (hτ i) (hτ j)).le (sq_nonneg _))
  · have h := saturationRatio_sub_one hs hτ
    have h0 : 0 ≤ ∑ i, ∑ j, p i * p j * ((τ i - τ j) ^ 2 / (τ i * τ j)) :=
      Finset.sum_nonneg fun i _ => Finset.sum_nonneg fun j _ =>
        mul_nonneg (mul_nonneg (hp i) (hp j))
          (div_nonneg (sq_nonneg _) (mul_pos (hτ i) (hτ j)).le)
    linarith
```

Both limits are joined to their bounds, 0 and 1. The bounds hold because every term in the two pair sums is nonnegative.

```lean
/-- The resistivity is the same at every field exactly when all carrier groups of positive
weight have the same relaxation time. -/
theorem no_magnetoresistance_iff {p τ : ι → ℝ} (hp : ∀ i, 0 ≤ p i) (hs : ∑ i, p i = 1)
    (hτ : ∀ i, 0 < τ i) :
    (∀ w, rhoXX p τ w = rhoXX p τ 0) ↔ ∀ i j, 0 < p i → 0 < p j → τ i = τ j := by
  constructor
  · intro h i j hi hj
    have hρ : rhoXX p τ 0 ≠ 0 := by
      intro h0
      have h1 := rhoXX_zero hp hs hτ
      rw [h0, zero_mul] at h1
      exact zero_ne_one h1
    -- a constant resistivity forces the strong-field ratio to be one
    have hone : Tendsto (fun w => rhoXX p τ w / rhoXX p τ 0) atTop (𝓝 1) := by
      have e : (fun w => rhoXX p τ w / rhoXX p τ 0) = fun _ => 1 := by
        funext w
        rw [h w, div_self hρ]
      rw [e]
      exact tendsto_const_nhds
    have hS : saturationRatio p τ = 1 := tendsto_nhds_unique (highField_limit hp hs hτ) hone
    have hterm : ∀ a b, 0 ≤ p a * p b * ((τ a - τ b) ^ 2 / (τ a * τ b)) := fun a b =>
      mul_nonneg (mul_nonneg (hp a) (hp b))
        (div_nonneg (sq_nonneg _) (mul_pos (hτ a) (hτ b)).le)
    have hsum : ∑ a, ∑ b, p a * p b * ((τ a - τ b) ^ 2 / (τ a * τ b)) = 0 := by
      have h1 := saturationRatio_sub_one hs hτ
      linarith
    -- so every pair term vanishes
    have h1 : ∑ b, p i * p b * ((τ i - τ b) ^ 2 / (τ i * τ b)) = 0 :=
      (Finset.sum_eq_zero_iff_of_nonneg
        (fun a _ => Finset.sum_nonneg fun b _ => hterm a b)).mp hsum i (Finset.mem_univ i)
    have h2 : p i * p j * ((τ i - τ j) ^ 2 / (τ i * τ j)) = 0 :=
      (Finset.sum_eq_zero_iff_of_nonneg (fun b _ => hterm i b)).mp h1 j (Finset.mem_univ j)
    by_contra hne
    have hd : 0 < (τ i - τ j) ^ 2 :=
      lt_of_le_of_ne (sq_nonneg _) (pow_ne_zero 2 (sub_ne_zero.mpr hne)).symm
    exact (mul_pos (mul_pos hi hj) (div_pos hd (mul_pos (hτ i) (hτ j)))).ne' h2
  · intro h
    obtain ⟨j, hj⟩ := exists_pos_weight hp hs
    -- averages collapse onto the common relaxation time
    have hmean : ∀ g : ℝ → ℝ, mean p (fun i => g (τ i)) = g (τ j) := by
      intro g
      show ∑ i, p i * g (τ i) = g (τ j)
      calc ∑ i, p i * g (τ i) = ∑ i, p i * g (τ j) := by
            refine Finset.sum_congr rfl fun i _ => ?_
            rcases (hp i).eq_or_lt with h0 | h0
            · rw [← h0]
              simp
            · rw [h i j h0 hj]
        _ = g (τ j) := by rw [← Finset.sum_mul, hs, one_mul]
    have hρ : ∀ w, rhoXX p τ w = 1 / τ j := by
      intro w
      have ht : τ j ≠ 0 := (hτ j).ne'
      have hD : 1 + w ^ 2 * τ j ^ 2 ≠ 0 := by positivity
      have ha : sigmaXX p τ w = τ j / (1 + w ^ 2 * τ j ^ 2) :=
        hmean fun t => t / (1 + w ^ 2 * t ^ 2)
      have hb : sigmaXY p τ w = w * τ j ^ 2 / (1 + w ^ 2 * τ j ^ 2) :=
        hmean fun t => w * t ^ 2 / (1 + w ^ 2 * t ^ 2)
      have e : (τ j / (1 + w ^ 2 * τ j ^ 2)) ^ 2 + (w * τ j ^ 2 / (1 + w ^ 2 * τ j ^ 2)) ^ 2 =
          τ j * (τ j / (1 + w ^ 2 * τ j ^ 2)) := by
        linear_combination (τ j ^ 2 / (1 + w ^ 2 * τ j ^ 2)) * div_self hD
      unfold rhoXX
      rw [ha, hb, e, div_eq_iff (mul_ne_zero ht (div_ne_zero ht hD))]
      linear_combination (-(τ j / (1 + w ^ 2 * τ j ^ 2))) * div_self ht
    intro w
    rw [hρ w, hρ 0]

end

end TauSpreadMagnetoresistance
```

If ρ is constant, the strong-field ratio is 1, so every pair term vanishes and groups of positive weight share one τ. Conversely, a common τ gives σxx² + `sigmaXY`² = τσxx, hence ρ = 1/τ at every field. For a Boltzmann transport code restricted to this one-frequency relaxation-time model, a field-dependent ρ at uniform τ therefore signals an error.

```lean
#print axioms TauSpreadMagnetoresistance.conductivity_mul_resistivity
-- 'TauSpreadMagnetoresistance.conductivity_mul_resistivity' depends on axioms: [propext, Classical.choice, Quot.sound]
#print axioms TauSpreadMagnetoresistance.magnetoresistance_limits
-- 'TauSpreadMagnetoresistance.magnetoresistance_limits' depends on axioms: [propext, Classical.choice, Quot.sound]
#print axioms TauSpreadMagnetoresistance.no_magnetoresistance_iff
-- 'TauSpreadMagnetoresistance.no_magnetoresistance_iff' depends on axioms: [propext, Classical.choice, Quot.sound]
```
